# Gaussians of equal exponent have a positive definite overlap matrix exactly when their centres are distinct

Let $n$ be a natural number, $a$ a real number and $x_0,\dots,x_{n-1}$ real centres on a line. For $a>0$ the basis functions are the normalised Gaussians with common orbital exponent $2a$,

$$\varphi_i(r)=\left(\frac{4a}{\pi}\right)^{1/4}e^{-2a(r-x_i)^2}.$$

With the midpoint $m=(x_i+x_j)/2$, the exponent of the product $\varphi_i\varphi_j$ is $-4a(r-m)^2-a(x_i-x_j)^2$. The integral over $r$ cancels the normalisation constants and leaves the overlap

$$S_{ij}=e^{-a(x_i-x_j)^2}.$$

This integral is done here by hand; the Lean file takes the closed form as its definition of $S$.

An orbital $\psi=\sum_i c_i\varphi_i$ is given by its real coefficient vector $c$, and its squared norm is $c\cdot Sc=\sum_{ij}c_iS_{ij}c_j$. A real matrix is positive definite if it is symmetric and this quadratic form is strictly positive for every $c\neq0$. That property is what Löwdin orthogonalisation with $S^{-1/2}$ and the generalised eigenvalue problem $Hc=ESc$ require of a basis. It is settled here for finitely many s-type Gaussians of one common exponent in one dimension. Unequal exponents, higher angular momenta and three-dimensional centres are not treated.

```lean
import Mathlib

open Matrix

namespace GaussianOverlapPosDef

noncomputable section
```

In Lean the centres are a function `x : Fin n → ℝ`, with indices running from $0$ to $n-1$. Distinctness of the centres is `Function.Injective x`. The matrix $S$ is `gaussianOverlap a x`, and the squared norm is written `c ⬝ᵥ (gaussianOverlap a x *ᵥ c)`.

```lean
/-- The overlap matrix of normalised Gaussians on the line with common orbital exponent `2a`
and centres `x i`, in closed form. -/
def gaussianOverlap {n : ℕ} (a : ℝ) (x : Fin n → ℝ) : Matrix (Fin n) (Fin n) ℝ :=
  Matrix.of fun i j => Real.exp (-a * (x i - x j) ^ 2)
```

The problems also use the weighted moments of the centres, for $k=0,1,2,\dots$,

$$M_k=\sum_i c_i\,e^{-ax_i^2}\,x_i^k .$$

The convention $0^0=1$ applies, so a centre at the origin contributes to $M_0$ and to no other moment.

```lean
/-- The `k`-th moment of the centres, weighted by the coefficients `c i` and by the
Gaussian factors `exp (-a (x i)²)`. -/
def gaussianMoment {n : ℕ} (a : ℝ) (x c : Fin n → ℝ) (k : ℕ) : ℝ :=
  ∑ i, c i * Real.exp (-a * x i ^ 2) * x i ^ k
```

## (a) Separating the two centres

**Task.** Write the Gaussian of a difference as a product of two one-centre Gaussians and one factor that couples the centres. Show that for all real $a,u,v$

$$e^{-a(u-v)^2}=e^{-au^2}\,e^{-av^2}\,e^{2auv}.$$

**Solution.** Expanding the square gives $-a(u-v)^2=-au^2-av^2+2auv$, and the exponential of a sum is the product of the exponentials.

The Lean proof merges the three exponentials into one and leaves the identity between the exponents to `ring`.

```lean
/-- The Gaussian of a difference of two centres is a product of two one-centre Gaussians
and an exponential coupling of the centres. -/
theorem gaussian_factor (a u v : ℝ) :
    Real.exp (-a * (u - v) ^ 2) =
      Real.exp (-a * u ^ 2) * Real.exp (-a * v ^ 2) * Real.exp (2 * a * u * v) := by
  rw [← Real.exp_add, ← Real.exp_add]
  congr 1
  ring
```

## (b) The series of the coupling factor

**Task.** Show that the power series of the exponential converges to it for every real $t$:

$$\sum_{k=0}^{\infty}\frac{t^k}{k!}=e^t .$$

**Solution.** By Taylor's theorem, the sum of the terms with $k<N$ differs from $e^t$ by $e^{\xi}t^N/N!$, with some $\xi$ between $0$ and $t$. This is at most $e^{|t|}|t|^N/N!$ in absolute value, which tends to zero as $N$ grows. The same argument for $|t|$ shows that the convergence is absolute.

In Lean, `HasSum f s` says that the finite partial sums of `f` converge to `s` in whatever order the terms are collected. The proof identifies the real exponential with Mathlib's exponential on normed algebras, for which the series is already available.

```lean
/-- The power series of the real exponential converges to it. -/
theorem hasSum_exp_series (t : ℝ) :
    HasSum (fun k : ℕ => t ^ k / (k.factorial : ℝ)) (Real.exp t) := by
  rw [Real.exp_eq_exp_ℝ]
  exact NormedSpace.expSeries_div_hasSum_exp t
```

## (c) The squared norm as a series of squares

**Task.** Express the squared norm of an orbital through its weighted moments:

$$c\cdot Sc=\sum_{k=0}^{\infty}\frac{(2a)^k}{k!}\,M_k^2 .$$

**Solution.** Put $d_i=c_i\,e^{-ax_i^2}$. By (a) and (b),

$$c\cdot Sc=\sum_{ij}d_id_j\,e^{2ax_ix_j}=\sum_{ij}d_id_j\sum_{k=0}^{\infty}\frac{(2a)^k}{k!}x_i^kx_j^k .$$

The sum over $i$ and $j$ is finite and each series converges, so the summations may be exchanged. For fixed $k$ the double sum then factorises:

$$\sum_{ij}d_ix_i^k\,d_jx_j^k=\Big(\sum_i d_ix_i^k\Big)^2=M_k^2 .$$

The Lean proof has the same three ingredients. The statement `h` adds up the convergent series for all pairs of centres, `e1` recognises the perfect square at each power, and `e2` rewrites the quadratic form with the factorisation from (a). The identity holds for every real $a$; the sign of $a$ matters only when the weights have to be non-negative.

```lean
/-- The squared norm of a combination of Gaussians is a series of squared moments with
weights `(2a)^k / k!`. -/
theorem hasSum_normSq {n : ℕ} (a : ℝ) (x c : Fin n → ℝ) :
    HasSum (fun k : ℕ => (2 * a) ^ k / (k.factorial : ℝ) * gaussianMoment a x c k ^ 2)
      (c ⬝ᵥ (gaussianOverlap a x *ᵥ c)) := by
  -- expand the coupling exponential for every pair of centres
  have h : HasSum
      (fun k : ℕ => ∑ i, ∑ j,
        (c i * c j * (Real.exp (-a * x i ^ 2) * Real.exp (-a * x j ^ 2))) *
          ((2 * a * x i * x j) ^ k / (k.factorial : ℝ)))
      (∑ i, ∑ j, (c i * c j * (Real.exp (-a * x i ^ 2) * Real.exp (-a * x j ^ 2))) *
          Real.exp (2 * a * x i * x j)) :=
    hasSum_sum fun i _ => hasSum_sum fun j _ => (hasSum_exp_series _).mul_left _
  -- for each power the double sum is a perfect square
  have e1 : (fun k : ℕ => (2 * a) ^ k / (k.factorial : ℝ) * gaussianMoment a x c k ^ 2) =
      fun k : ℕ => ∑ i, ∑ j,
        (c i * c j * (Real.exp (-a * x i ^ 2) * Real.exp (-a * x j ^ 2))) *
          ((2 * a * x i * x j) ^ k / (k.factorial : ℝ)) := by
    funext k
    rw [pow_two (gaussianMoment a x c k)]
    unfold gaussianMoment
    rw [Finset.sum_mul_sum, Finset.mul_sum]
    refine Finset.sum_congr rfl fun i _ => ?_
    rw [Finset.mul_sum]
    refine Finset.sum_congr rfl fun j _ => ?_
    rw [mul_pow (2 * a * x i) (x j) k, mul_pow (2 * a) (x i) k]
    ring
  have e2 : c ⬝ᵥ (gaussianOverlap a x *ᵥ c) =
      ∑ i, ∑ j, (c i * c j * (Real.exp (-a * x i ^ 2) * Real.exp (-a * x j ^ 2))) *
          Real.exp (2 * a * x i * x j) := by
    simp only [dotProduct, Matrix.mulVec, Finset.mul_sum, gaussianOverlap, Matrix.of_apply]
    refine Finset.sum_congr rfl fun i _ => Finset.sum_congr rfl fun j _ => ?_
    rw [gaussian_factor]
    ring
  rw [e1, e2]
  exact h
```

## (d) Vanishing moments

**Task.** Let the $n$ centres be distinct. Show that the first $n$ moments determine whether the orbital is trivial:

$$M_0=M_1=\dots=M_{n-1}=0\quad\Longrightarrow\quad c=0 .$$

**Solution.** With $d_i=c_i\,e^{-ax_i^2}$ as before, the conditions read $\sum_i d_i\,x_i^k=0$ for $k=0,\dots,n-1$. These are $n$ linear equations $d^{T}V=0$ with the Vandermonde matrix $V_{ik}=x_i^k$. Its determinant is

$$\det V=\prod_{i<j}(x_j-x_i),$$

which is non-zero for distinct centres. Hence $d=0$, and since the Gaussian factors never vanish, $c=0$.

In the code, `hdet` is the non-vanishing determinant and `hv` is the system $d^{T}V=0$, with `ᵥ*` for a row vector times a matrix. The last lines divide out the Gaussian factor in each component.

```lean
/-- For `n` distinct centres, coefficients whose first `n` weighted moments vanish are
all zero. -/
theorem eq_zero_of_moments {n : ℕ} (a : ℝ) {x c : Fin n → ℝ} (hx : Function.Injective x)
    (h : ∀ k < n, gaussianMoment a x c k = 0) : c = 0 := by
  -- the Vandermonde determinant of distinct centres does not vanish
  have hdet : (Matrix.vandermonde x).det ≠ 0 := Matrix.det_vandermonde_ne_zero_iff.mpr hx
  have hv : (fun i => c i * Real.exp (-a * x i ^ 2)) ᵥ* Matrix.vandermonde x = 0 := by
    funext k
    simp only [Matrix.vecMul, dotProduct, Matrix.vandermonde_apply, Pi.zero_apply]
    exact h k k.isLt
  have hd := Matrix.eq_zero_of_vecMul_eq_zero hdet hv
  funext i
  have hi : c i * Real.exp (-a * x i ^ 2) = 0 := congrFun hd i
  exact (mul_eq_zero.mp hi).resolve_right (Real.exp_ne_zero _)
```

## (e) Strict positivity

**Task.** Let $a>0$, let the centres be distinct and let $c\neq0$. Show that

$$c\cdot Sc>0 .$$

**Solution.** If all moments vanished, the first $n$ of them would, and (d) would give $c=0$. So $M_k\neq0$ for some $k$. For $a>0$ every term of the series in (c) is non-negative, and therefore

$$c\cdot Sc\;\ge\;\frac{(2a)^k}{k!}M_k^2\;>\;0 .$$

```lean
/-- Every non-zero combination of equal-exponent Gaussians at distinct centres has
strictly positive squared norm. -/
theorem normSq_pos {n : ℕ} {a : ℝ} (ha : 0 < a) {x c : Fin n → ℝ}
    (hx : Function.Injective x) (hc : c ≠ 0) :
    0 < c ⬝ᵥ (gaussianOverlap a x *ᵥ c) := by
  -- some moment survives, and its term bounds the whole series from below
  obtain ⟨k, hk⟩ : ∃ k, gaussianMoment a x c k ≠ 0 := by
    by_contra hcon
    push Not at hcon
    exact hc (eq_zero_of_moments a hx fun k _ => hcon k)
  have hterm : 0 < (2 * a) ^ k / (k.factorial : ℝ) * gaussianMoment a x c k ^ 2 := by
    positivity
  exact lt_of_lt_of_le hterm
    (le_hasSum (hasSum_normSq a x c) k fun j _ => by positivity)
```

### How one term bounds the whole series

The argument turns on the Mathlib lemma `le_hasSum`. It takes a convergent series, a chosen index $k$ and a proof that all the other terms are non-negative, and it returns that the $k$-th term is at most the sum.

Term-by-term non-negativity alone would give only $c\cdot Sc\ge0$. The lemma carries the strict positivity of a single term over to the limit, without any handling of partial sums. Both sign conditions are discharged by `positivity`. For the chosen term it uses $a>0$ and $M_k\neq0$, and for the others $a>0$ and the fact that a square is non-negative.

### Two centres with overlap one half

Take $n=2$, $x_0=0$, $x_1=1$ and $a=\ln2$, so that $e^{-a}=\tfrac12$ and

$$S=\begin{pmatrix}1&\tfrac12\\[2pt]\tfrac12&1\end{pmatrix}.$$

For $c=(1,-2)$ the zeroth moment is $M_0=1-2\cdot\tfrac12=0$, while $M_k=-2\cdot\tfrac12=-1$ for every $k\ge1$. The series gives

$$\sum_{k=1}^{\infty}\frac{(2\ln2)^k}{k!}=e^{2\ln2}-1=3,$$

and the matrix gives $c\cdot Sc=1+4-2=3$ as well. The first moment to survive is $M_1$, in line with (d), and its term $2\ln2\approx1.39$ is a lower bound for the squared norm. Dividing $c$ by $\sqrt3$ normalises the orbital.

## (f) The difference of two basis functions

**Task.** Let $e_i$ be the coefficient vector with entry $1$ at position $i$ and zeros elsewhere. Find the squared norm of $\varphi_i-\varphi_j$:

$$(e_i-e_j)\cdot S(e_i-e_j)=2\left(1-e^{-a(x_i-x_j)^2}\right).$$

**Solution.** Multiplying out gives $S_{ii}+S_{jj}-S_{ij}-S_{ji}$. The diagonal entries are $1$, and the two off-diagonal entries are equal because $(x_j-x_i)^2=(x_i-x_j)^2$. For $i=j$ both sides are zero.

For $i\neq j$ the coefficient vector $e_i-e_j$ has length $\sqrt2$. The unit vector along it gives the value $1-e^{-a(x_i-x_j)^2}$, which is an upper bound for the smallest eigenvalue of $S$. When two centres approach each other this bound goes to zero, so a positive definite overlap matrix can still be badly conditioned.

In Lean, $e_i$ is `Pi.single i 1`, and `hsym` supplies the symmetry of the squared distance.

```lean
/-- The difference of the basis functions at centres `x i` and `x j` has squared norm
`2 (1 - exp (-a (x i - x j)²))`. -/
theorem normSq_difference {n : ℕ} (a : ℝ) (x : Fin n → ℝ) (i j : Fin n) :
    (Pi.single i 1 - Pi.single j 1 : Fin n → ℝ) ⬝ᵥ
        (gaussianOverlap a x *ᵥ (Pi.single i 1 - Pi.single j 1)) =
      2 * (1 - Real.exp (-a * (x i - x j) ^ 2)) := by
  have hsym : (x j - x i) ^ 2 = (x i - x j) ^ 2 := by ring
  simp [gaussianOverlap, Matrix.mulVec_sub, sub_dotProduct, dotProduct_sub, hsym]
  ring
```

## (g) The criterion for positive definiteness

**Task.** For $a>0$, show that

$$S\ \text{is positive definite}\quad\Longleftrightarrow\quad x_i\neq x_j\ \text{whenever}\ i\neq j .$$

**Solution.** Suppose first that $S$ is positive definite and that $x_i=x_j$ for some $i\neq j$. Then $e_i-e_j$ is a non-zero vector, but by (f) its squared norm is $2(1-e^0)=0$, a contradiction. Physically, the same function has been put into the basis twice.

Conversely, let the centres be distinct. The matrix is symmetric, since $S_{ij}$ depends only on the squared distance, and (e) gives strict positivity for every $c\neq0$.

Mathlib's `PosDef` is phrased with the conjugate transpose, so that it covers complex matrices too. Over the reals the conjugation does nothing, and `star_trivial` removes it. The two halves of the proof after `constructor` are the two directions above, in the same order.

```lean
/-- The overlap matrix of equal-exponent Gaussians is positive definite exactly when
their centres are distinct. -/
theorem gaussianOverlap_posDef_iff {n : ℕ} {a : ℝ} (ha : 0 < a) (x : Fin n → ℝ) :
    (gaussianOverlap a x).PosDef ↔ Function.Injective x := by
  constructor
  · intro hS i j hij
    by_contra hne
    -- two coinciding centres give a non-zero coefficient vector of zero norm
    have hc : (Pi.single i 1 - Pi.single j 1 : Fin n → ℝ) ≠ 0 := by
      intro h0
      have h1 := congrFun h0 i
      simp [hne] at h1
    have hpos := (Matrix.posDef_iff_dotProduct_mulVec.mp hS).2 hc
    rw [star_trivial, normSq_difference, hij] at hpos
    simp at hpos
  · intro hx
    refine Matrix.posDef_iff_dotProduct_mulVec.mpr ⟨?_, ?_⟩
    · ext i j
      simp only [Matrix.conjTranspose_apply, gaussianOverlap, Matrix.of_apply, star_trivial]
      congr 1
      ring
    · intro c hc
      rw [star_trivial]
      exact normSq_pos ha hx hc
```

## (h) Linear independence as functions

**Task.** Let $a>0$ and let the centres be distinct. Show that no non-trivial combination of the Gaussians vanishes on the whole line:

$$\sum_i c_i\,e^{-a(r-x_i)^2}=0\ \text{ for all real } r\quad\Longrightarrow\quad c=0 .$$

**Solution.** Evaluate the combination at the centre $r=x_j$:

$$0=\sum_i c_i\,e^{-a(x_j-x_i)^2}=(Sc)_j .$$

This holds for every $j$, so $Sc=0$ and $c\cdot Sc=0$. By (e) that is possible only for $c=0$.

The functions in this statement have exponent $a$, whereas the $\varphi_i$ have exponent $2a$. Since $a$ is an arbitrary positive number, the theorem with $2a$ in place of $a$ covers the $\varphi_i$ themselves, whose common normalisation constant does not affect linear independence.

In Lean, `LinearIndependent ℝ` is applied to a family of functions of `r`. The step `hS` is the evaluation at the centres, and `hc` is the appeal to (e).

```lean
/-- Gaussians of equal width at distinct centres are linearly independent functions on
the line. -/
theorem gaussians_linearIndependent {n : ℕ} {a : ℝ} (ha : 0 < a) {x : Fin n → ℝ}
    (hx : Function.Injective x) :
    LinearIndependent ℝ (fun (i : Fin n) (r : ℝ) => Real.exp (-a * (r - x i) ^ 2)) := by
  rw [Fintype.linearIndependent_iff]
  intro c h
  -- evaluate the vanishing combination at the centres
  have hS : gaussianOverlap a x *ᵥ c = 0 := by
    funext j
    have hj := congrFun h (x j)
    simp only [Finset.sum_apply, Pi.smul_apply, smul_eq_mul, Pi.zero_apply] at hj
    simp only [Matrix.mulVec, dotProduct, gaussianOverlap, Matrix.of_apply, Pi.zero_apply]
    rw [← hj]
    exact Finset.sum_congr rfl fun i _ => mul_comm _ _
  have hc : c = 0 := by
    by_contra hne
    have hpos := normSq_pos ha hx hne
    rw [hS, dotProduct_zero] at hpos
    exact lt_irrefl _ hpos
  intro i
  exact congrFun hc i

end

end GaussianOverlapPosDef
```

```lean
#print axioms GaussianOverlapPosDef.gaussianOverlap_posDef_iff
#print axioms GaussianOverlapPosDef.gaussians_linearIndependent
```

```
'GaussianOverlapPosDef.gaussianOverlap_posDef_iff' depends on axioms: [propext, Classical.choice, Quot.sound]
'GaussianOverlapPosDef.gaussians_linearIndependent' depends on axioms: [propext, Classical.choice, Quot.sound]
```
